# For a positive definite matrix, the leading entry of the unshifted QR iterates never decreases

## A trial state pushed towards the ground state

Take a Hamiltonian written as a real symmetric matrix $H$ in a finite orthonormal basis, and a number $s$ above its highest eigenvalue. Applying $A = s - H$ repeatedly to a trial state damps the excited components relative to the ground state. Does the energy expectation value fall at every step, or can it rise on the way?

The same question arises for the unshifted QR iteration, which factors a matrix into an orthogonal times an upper triangular one, multiplies the factors in reverse order, and repeats. Its leading diagonal entry turns out to be the expectation value of $A$ in the normalised power iterate of the first basis state. Subtracted from $s$, it is an energy.

## Moments, monotonicity and the bound

Let $A$ be real symmetric positive definite, let $e_1$ be the first basis vector, and write $m_j = \langle e_1, A^j e_1\rangle$. An iteration satisfies $T_0 = A$, $T_k = Q_kR_k$ and $T_{k+1} = R_kQ_k$, with $Q_k$ orthogonal and $R_k$ upper triangular. Rows and columns are counted from 0, as in Lean, so the textbook $(1,1)$ entry is $(T_k)_{00}$. If $\mu$ is the largest eigenvalue of $A$, then for all $k \ge 0$

$$(T_k)_{00} = \frac{m_{2k+1}}{m_{2k}}, \qquad (T_k)_{00} \le (T_{k+1})_{00}, \qquad (T_k)_{00} \le \mu .$$

In Lean this is `leading_entry_monotone`. The matrix has size $n+1$, so that a first basis vector always exists, and the entry is `T k 0 0`. The hypothesis `A.PosDef` includes symmetry; for $A = s - H$ it says that $s$ lies above the whole spectrum of $H$. `IsQRIteration` fixes no signs on the diagonal of $R_k$, so the result holds for every choice of factors. `IsGreatest (eigenvalueSet A) μ` says that $\mu$ is an eigenvalue with a nonzero real eigenvector and that no eigenvalue exceeds it.

For a finite basis and an unshifted iteration, the energies $s - (T_k)_{00}$ therefore never rise and stay at or above the lowest eigenvalue of $H$. Any normalised real trial state can be taken as the first vector of an orthonormal basis, so the energy in the opening question never rises either. Convergence to the lowest eigenvalue is not claimed: a trial state orthogonal to the ground state never reaches it. The factorisations are identities between real matrices, so passing to a floating-point program needs a separate rounding analysis.

## From QR steps to moments

**The first column follows the power iterate.** We show by induction that there are an orthogonal $P$ and a number $c$ with $T_k = P^TAP$ and $A^ke_1 = c\,Pe_1$. For $k=0$ take $P=1$, $c=1$. For the next step, $AP = PT_k = PQ_kR_k$. Put $P' = PQ_k$, which is again orthogonal. Then

$$T_{k+1} = R_kQ_k = Q_k^T(Q_kR_k)Q_k = Q_k^TT_kQ_k = P'^TAP'.$$

Since $R_k$ is upper triangular, $R_ke_1 = (R_k)_{00}\,e_1$, and so

$$A^{k+1}e_1 = c\,APe_1 = c\,P'R_ke_1 = c\,(R_k)_{00}\,P'e_1 .$$

**The entry is a ratio.** By symmetry of $A$,

$$m_{2k} = \langle A^ke_1, A^ke_1\rangle = c^2, \qquad m_{2k+1} = \langle A^ke_1, A\,A^ke_1\rangle = c^2 (T_k)_{00},$$

hence $m_{2k+1} = (T_k)_{00}\,m_{2k}$.

**Moments are positive.** For $x \neq 0$, both $\langle x,x\rangle$ and $\langle x,Ax\rangle$ are positive. Moreover $\langle x, A^{j+2}x\rangle = \langle Ax, A^j(Ax)\rangle$ with $Ax \ne 0$, so positivity passes from $j$ to $j+2$.

**Moments are log-convex.** Put $z = m_jAe_1 - m_{j+1}e_1$. Then

$$0 \le \langle z, A^jz\rangle = m_j^2m_{j+2} - 2m_jm_{j+1}^2 + m_{j+1}^2m_j = m_j\,(m_jm_{j+2} - m_{j+1}^2),$$

and dividing by $m_j>0$ gives $m_{j+1}^2 \le m_jm_{j+2}$.

**The ratio grows.** Multiply the inequalities for $j=2k$ and $j=2k+1$:

$$m_{2k+1}^2\,m_{2k+2}^2 \le m_{2k}\,m_{2k+2}\,m_{2k+1}\,m_{2k+3}.$$

Cancelling $m_{2k+1}m_{2k+2}$ leaves $m_{2k+1}m_{2k+2} \le m_{2k}m_{2k+3}$, which is $(T_k)_{00} \le (T_{k+1})_{00}$.

**The ratio is bounded.** The eigenvalues of $\mu - A$ are nonnegative, so $\langle x,Ax\rangle \le \mu\langle x,x\rangle$. With $x = A^ke_1$ this reads $m_{2k+1} \le \mu\, m_{2k}$.

## An indefinite matrix whose leading entry drops

For $A = \begin{pmatrix}0&1\\1&-1\end{pmatrix}$ we have $Ae_1 = (0,1)^T$ and $A^2e_1 = (1,-1)^T$, so $m_2 = 1$ and $m_3 = -1$. The leading entry goes from $0$ to $-1$ in the first step. Symmetry and invertibility alone therefore do not give monotonicity.

## The Lean file

```lean
import Mathlib

open Matrix InnerProductSpace

namespace QRLeadingEntry

variable {n : ℕ}

/-- The first unit vector of an (n+1)-dimensional real space. -/
def e₁ (n : ℕ) : Fin (n + 1) → ℝ := Pi.single 0 1

/-- The moment `⟨e₁, A^m e₁⟩` of the matrix `A` in the first basis state. -/
def moment (A : Matrix (Fin (n + 1)) (Fin (n + 1)) ℝ) (m : ℕ) : ℝ :=
  e₁ n ⬝ᵥ (A ^ m *ᵥ e₁ n)

/-- The set of real eigenvalues of `A`, each with a nonzero real eigenvector. -/
def eigenvalueSet (A : Matrix (Fin (n + 1)) (Fin (n + 1)) ℝ) : Set ℝ :=
  {ν | ∃ v : Fin (n + 1) → ℝ, v ≠ 0 ∧ A *ᵥ v = ν • v}

/-- `T` is the sequence of unshifted QR iterates of `A`: factor `T k = Q k * R k` with `Q k`
orthogonal and `R k` upper triangular, then multiply in reverse order. -/
structure IsQRIteration (A : Matrix (Fin (n + 1)) (Fin (n + 1)) ℝ)
    (T Q R : ℕ → Matrix (Fin (n + 1)) (Fin (n + 1)) ℝ) : Prop where
  start : T 0 = A
  orth : ∀ k, (Q k)ᵀ * Q k = 1
  upper : ∀ k i j, j < i → R k i j = 0
  factor : ∀ k, T k = Q k * R k
  step : ∀ k, T (k + 1) = R k * Q k

variable {A : Matrix (Fin (n + 1)) (Fin (n + 1)) ℝ}
  {T Q R : ℕ → Matrix (Fin (n + 1)) (Fin (n + 1)) ℝ}

/-- Every real square matrix has an unshifted QR iteration. -/
theorem exists_qrIteration (A : Matrix (Fin (n + 1)) (Fin (n + 1)) ℝ) :
    ∃ T Q R, IsQRIteration A T Q R := by
  -- one factorisation, by Gram-Schmidt on the columns
  have qr : ∀ M : Matrix (Fin (n + 1)) (Fin (n + 1)) ℝ,
      ∃ Q R : Matrix (Fin (n + 1)) (Fin (n + 1)) ℝ,
        Qᵀ * Q = 1 ∧ (∀ i j, j < i → R i j = 0) ∧ M = Q * R := by
    intro M
    have hd : Module.finrank ℝ (EuclideanSpace ℝ (Fin (n + 1))) =
        Fintype.card (Fin (n + 1)) := by simp
    have hin : ∀ x y : EuclideanSpace ℝ (Fin (n + 1)),
        inner ℝ x y = ∑ i, x.ofLp i * y.ofLp i := by
      intro x y
      simp [PiLp.inner_apply, mul_comm]
    let f : Fin (n + 1) → EuclideanSpace ℝ (Fin (n + 1)) :=
      fun j => WithLp.toLp 2 (fun i => M i j)
    let b := gramSchmidtOrthonormalBasis hd f
    let U : Matrix (Fin (n + 1)) (Fin (n + 1)) ℝ := Matrix.of fun i j => (b j).ofLp i
    have hU : Uᵀ * U = 1 := by
      ext i j
      have h := orthonormal_iff_ite.mp b.orthonormal i j
      rw [hin] at h
      rw [Matrix.mul_apply, Matrix.one_apply]
      exact h
    refine ⟨U, Uᵀ * M, hU, fun i j hij => ?_, ?_⟩
    · have h : inner ℝ (b i) (f j) = 0 :=
        gramSchmidtOrthonormalBasis_inv_triangular hd f hij
      rw [hin] at h
      rw [Matrix.mul_apply]
      exact h
    · rw [← mul_assoc, mul_eq_one_comm.mp hU, one_mul]
  choose q r ho hu hf using qr
  let T : ℕ → Matrix (Fin (n + 1)) (Fin (n + 1)) ℝ := fun k => (fun M => r M * q M)^[k] A
  exact ⟨T, fun k => q (T k), fun k => r (T k), rfl, fun k => ho _, fun k => hu _,
    fun k => hf _, fun k => Function.iterate_succ_apply' _ k A⟩

/-- The k-th QR iterate is `A` in a rotated orthonormal basis whose first vector `P e₁`
spans the power iterate: `A^k e₁` is a multiple of it. -/
theorem qr_power_iterate (h : IsQRIteration A T Q R) (k : ℕ) :
    ∃ (P : Matrix (Fin (n + 1)) (Fin (n + 1)) ℝ) (c : ℝ),
      Pᵀ * P = 1 ∧ T k = Pᵀ * A * P ∧ A ^ k *ᵥ e₁ n = c • (P *ᵥ e₁ n) := by
  induction k with
  | zero => exact ⟨1, 1, by simp, by simp [h.start], by simp⟩
  | succ k ih =>
    obtain ⟨P, c, hP, hT, hc⟩ := ih
    have hAP : A * P = P * Q k * R k := by
      calc A * P = (P * Pᵀ) * A * P := by rw [mul_eq_one_comm.mp hP, one_mul]
        _ = P * (Pᵀ * A * P) := by simp only [mul_assoc]
        _ = P * Q k * R k := by rw [← hT, h.factor k, mul_assoc]
    -- an upper triangular matrix maps the first unit vector to a multiple of itself
    have hR : R k *ᵥ e₁ n = R k 0 0 • e₁ n := by
      ext i
      by_cases hi : i = 0
      · subst hi
        simp [e₁]
      · simp [e₁, hi, h.upper k i 0 (Fin.pos_iff_ne_zero.mpr hi)]
    refine ⟨P * Q k, c * R k 0 0, ?_, ?_, ?_⟩
    · calc (P * Q k)ᵀ * (P * Q k) = (Q k)ᵀ * ((Pᵀ * P) * Q k) := by
            rw [Matrix.transpose_mul]; simp only [mul_assoc]
        _ = 1 := by rw [hP, one_mul, h.orth k]
    · calc T (k + 1) = ((Q k)ᵀ * Q k) * R k * Q k := by rw [h.orth k, one_mul, h.step k]
        _ = (Q k)ᵀ * (Q k * R k) * Q k := by simp only [mul_assoc]
        _ = (Q k)ᵀ * (Pᵀ * A * P) * Q k := by rw [← h.factor k, hT]
        _ = (P * Q k)ᵀ * A * (P * Q k) := by
            rw [Matrix.transpose_mul]; simp only [mul_assoc]
    · calc A ^ (k + 1) *ᵥ e₁ n = A *ᵥ (A ^ k *ᵥ e₁ n) := by
            rw [Matrix.mulVec_mulVec, ← pow_succ']
        _ = c • ((A * P) *ᵥ e₁ n) := by rw [hc, Matrix.mulVec_smul, Matrix.mulVec_mulVec]
        _ = c • ((P * Q k) *ᵥ (R k *ᵥ e₁ n)) := by rw [hAP, Matrix.mulVec_mulVec]
        _ = (c * R k 0 0) • ((P * Q k) *ᵥ e₁ n) := by
            rw [hR, Matrix.mulVec_smul, smul_smul]

/-- For symmetric `A`, `⟨x, A^(2k+j) x⟩ = ⟨A^k x, A^j (A^k x)⟩`. These are plain scalar products:
neither `x` nor `A^k x` is normalised. -/
theorem expectation_split (hA : Aᵀ = A) (k j : ℕ) (x : Fin (n + 1) → ℝ) :
    x ⬝ᵥ (A ^ (2 * k + j) *ᵥ x) = (A ^ k *ᵥ x) ⬝ᵥ (A ^ j *ᵥ (A ^ k *ᵥ x)) := by
  have hx : A ^ k *ᵥ x = x ᵥ* A ^ k := by
    rw [← Matrix.vecMul_transpose, Matrix.transpose_pow, hA]
  have e : 2 * k + j = k + j + k := by omega
  calc x ⬝ᵥ (A ^ (2 * k + j) *ᵥ x) = x ⬝ᵥ (A ^ k *ᵥ (A ^ j *ᵥ (A ^ k *ᵥ x))) := by
        rw [Matrix.mulVec_mulVec, Matrix.mulVec_mulVec, ← pow_add, ← pow_add, e]
    _ = _ := by rw [Matrix.dotProduct_mulVec x (A ^ k), ← hx]

/-- For symmetric `A`, the leading entry of the k-th QR iterate links two consecutive moments:
`⟨e₁, A^(2k+1) e₁⟩ = (T k)₀₀ ⟨e₁, A^(2k) e₁⟩`. -/
theorem moment_odd_eq (hA : Aᵀ = A) (h : IsQRIteration A T Q R) (k : ℕ) :
    moment A (2 * k + 1) = T k 0 0 * moment A (2 * k) := by
  obtain ⟨P, c, hP, hT, hc⟩ := qr_power_iterate h k
  have key : ∀ B : Matrix (Fin (n + 1)) (Fin (n + 1)) ℝ,
      (P *ᵥ e₁ n) ⬝ᵥ (B *ᵥ (P *ᵥ e₁ n)) = (Pᵀ * B * P) 0 0 := by
    intro B
    have he : e₁ n ⬝ᵥ ((Pᵀ * B * P) *ᵥ e₁ n) = (Pᵀ * B * P) 0 0 := by
      simp [e₁]
    rw [← he, ← Matrix.mulVec_mulVec, ← Matrix.mulVec_mulVec,
      Matrix.dotProduct_mulVec _ Pᵀ, Matrix.vecMul_transpose]
  have k1 := key 1
  rw [Matrix.one_mulVec, mul_one, hP, Matrix.one_apply_eq] at k1
  have kA := key A
  rw [← hT] at kA
  have h1 := expectation_split hA k 1 (e₁ n)
  have h0 := expectation_split hA k 0 (e₁ n)
  rw [hc] at h1 h0
  simp only [add_zero, pow_zero, pow_one, Matrix.one_mulVec, Matrix.mulVec_smul,
    smul_dotProduct, dotProduct_smul, smul_eq_mul, k1, kA] at h1 h0
  unfold moment
  rw [h1, h0]
  ring

/-- Every power of a positive definite matrix has a positive expectation value in every
nonzero vector. -/
theorem expectation_pos (hA : A.PosDef) (hs : Aᵀ = A) :
    ∀ (m : ℕ) (x : Fin (n + 1) → ℝ), x ≠ 0 → 0 < x ⬝ᵥ (A ^ m *ᵥ x)
  | 0, x, hx => by
    rw [pow_zero, Matrix.one_mulVec]
    exact lt_of_le_of_ne (Finset.sum_nonneg fun i _ => mul_self_nonneg (x i))
      fun h0 => hx (dotProduct_self_eq_zero.mp h0.symm)
  | 1, x, hx => by
    simpa using hA.dotProduct_mulVec_pos hx
  | m + 2, x, hx => by
    have hAx : A *ᵥ x ≠ 0 := by
      intro h0
      have h1 := hA.dotProduct_mulVec_pos hx
      rw [h0, dotProduct_zero] at h1
      exact lt_irrefl _ h1
    rw [show m + 2 = 2 * 1 + m by omega, expectation_split hs, pow_one]
    exact expectation_pos hA hs m _ hAx

/-- The moments of a positive definite matrix are log-convex:
`m_(j+1)² ≤ m_j m_(j+2)`. -/
theorem moment_log_convex (hA : A.PosDef) (hs : Aᵀ = A) (j : ℕ) :
    moment A (j + 1) ^ 2 ≤ moment A j * moment A (j + 2) := by
  have he : e₁ n ≠ 0 := by
    intro h0
    have h1 := congrFun h0 0
    simp [e₁] at h1
  have hp : 0 < moment A j := expectation_pos hA hs j _ he
  have a1 : e₁ n ⬝ᵥ (A ^ j *ᵥ (A *ᵥ e₁ n)) = moment A (j + 1) := by
    rw [Matrix.mulVec_mulVec, ← pow_succ, moment]
  have a2 : (A *ᵥ e₁ n) ⬝ᵥ (A ^ j *ᵥ e₁ n) = moment A (j + 1) := by
    have hx : A *ᵥ e₁ n = e₁ n ᵥ* A := by rw [← Matrix.vecMul_transpose, hs]
    rw [hx, ← Matrix.dotProduct_mulVec, Matrix.mulVec_mulVec, ← pow_succ', moment]
  have a3 : (A *ᵥ e₁ n) ⬝ᵥ (A ^ j *ᵥ (A *ᵥ e₁ n)) = moment A (j + 2) := by
    have h := expectation_split hs 1 j (e₁ n)
    rw [pow_one] at h
    rw [← h, moment, show 2 * 1 + j = j + 2 by omega]
  have a0 : e₁ n ⬝ᵥ (A ^ j *ᵥ e₁ n) = moment A j := rfl
  -- the quadratic form of A^j is nonnegative; below, z = m_j A e₁ - m_(j+1) e₁ is inserted
  have hz : ∀ z : Fin (n + 1) → ℝ, 0 ≤ z ⬝ᵥ (A ^ j *ᵥ z) := by
    intro z
    by_cases h0 : z = 0
    · simp [h0]
    · exact (expectation_pos hA hs j z h0).le
  have h := hz (moment A j • (A *ᵥ e₁ n) - moment A (j + 1) • e₁ n)
  simp only [Matrix.mulVec_sub, Matrix.mulVec_smul, sub_dotProduct, dotProduct_sub,
    smul_dotProduct, dotProduct_smul, smul_eq_mul, a0, a1, a2, a3] at h
  have h' : 0 ≤ moment A j * (moment A j * moment A (j + 2) - moment A (j + 1) ^ 2) := by
    linarith
  linarith [nonneg_of_mul_nonneg_right h' hp]

/-- Rayleigh bound: for symmetric `A` and `μ` at least as large as every eigenvalue,
`⟨x, A x⟩ ≤ μ ⟨x, x⟩`. -/
theorem rayleigh_le (hs : Aᵀ = A) {μ : ℝ} (hμ : μ ∈ upperBounds (eigenvalueSet A))
    (x : Fin (n + 1) → ℝ) : x ⬝ᵥ (A *ᵥ x) ≤ μ * (x ⬝ᵥ x) := by
  have hmul : ∀ v : Fin (n + 1) → ℝ,
      (μ • (1 : Matrix (Fin (n + 1)) (Fin (n + 1)) ℝ) - A) *ᵥ v = μ • v - A *ᵥ v := by
    intro v
    rw [Matrix.sub_mulVec, Matrix.smul_mulVec, Matrix.one_mulVec]
  have hB : (μ • (1 : Matrix (Fin (n + 1)) (Fin (n + 1)) ℝ) - A).IsHermitian := by
    rw [Matrix.IsHermitian, Matrix.conjTranspose_eq_transpose_of_trivial,
      Matrix.transpose_sub, Matrix.transpose_smul, Matrix.transpose_one, hs]
  -- an eigenvalue ν of μ - A gives the eigenvalue μ - ν of A, so ν ≥ 0
  have hpos := hB.posSemidef_iff_eigenvalues_nonneg.mpr (fun i => by
    have hv := hB.mulVec_eigenvectorBasis i
    rw [hmul] at hv
    have hle : μ - hB.eigenvalues i ≤ μ := by
      refine hμ ⟨(hB.eigenvectorBasis i).ofLp, fun h0 => ?_, ?_⟩
      · apply hB.eigenvectorBasis.orthonormal.ne_zero i
        ext j
        exact congrFun h0 j
      · rw [sub_smul, ← hv]
        exact (sub_sub_cancel _ _).symm
    show (0 : ℝ) ≤ hB.eigenvalues i
    linarith)
  have h := hpos.dotProduct_mulVec_nonneg x
  rw [star_trivial, hmul, dotProduct_sub, dotProduct_smul, smul_eq_mul] at h
  linarith

/-- For positive definite `A` with largest eigenvalue `μ`, the leading entries of the unshifted
QR iterates are ratios of consecutive moments, never decrease, and never exceed `μ`. -/
theorem leading_entry_monotone (hA : A.PosDef) (h : IsQRIteration A T Q R) {μ : ℝ}
    (hμ : IsGreatest (eigenvalueSet A) μ) :
    (∀ k, T k 0 0 = moment A (2 * k + 1) / moment A (2 * k)) ∧
      Monotone (fun k => T k 0 0) ∧ ∀ k, T k 0 0 ≤ μ := by
  have hs : Aᵀ = A :=
    (Matrix.conjTranspose_eq_transpose_of_trivial A).symm.trans hA.isHermitian.eq
  have he : e₁ n ≠ 0 := by
    intro h0
    have h1 := congrFun h0 0
    simp [e₁] at h1
  have hp : ∀ m, 0 < moment A m := fun m => expectation_pos hA hs m _ he
  have hr : ∀ k, T k 0 0 = moment A (2 * k + 1) / moment A (2 * k) := fun k => by
    rw [eq_div_iff (hp _).ne', moment_odd_eq hs h k]
  refine ⟨hr, monotone_nat_of_le_succ fun k => ?_, fun k => ?_⟩
  · -- multiply two neighbouring log-convexity inequalities
    have c1 := moment_log_convex hA hs (2 * k)
    have c2 := moment_log_convex hA hs (2 * k + 1)
    have c := mul_le_mul c1 c2 (sq_nonneg _) (mul_pos (hp _) (hp _)).le
    rw [hr k, hr (k + 1), div_le_div_iff₀ (hp _) (hp _)]
    rw [show 2 * (k + 1) = 2 * k + 2 by ring]
    refine le_of_mul_le_mul_right ?_ (mul_pos (hp (2 * k + 1)) (hp (2 * k + 2)))
    linarith
  · -- Rayleigh bound in the power iterate
    have b := rayleigh_le hs hμ.2 (A ^ k *ᵥ e₁ n)
    have h1 := expectation_split hs k 1 (e₁ n)
    have h0 := expectation_split hs k 0 (e₁ n)
    rw [pow_one] at h1
    rw [add_zero, pow_zero, Matrix.one_mulVec] at h0
    rw [← h1, ← h0] at b
    rw [hr k, div_le_iff₀ (hp _)]
    exact b

/-- For the symmetric indefinite matrix with rows (0, 1) and (1, -1), the first QR step
lowers the leading entry from 0 to -1. -/
theorem indefinite_leading_entry_drops {T Q R : ℕ → Matrix (Fin 2) (Fin 2) ℝ}
    (h : IsQRIteration (n := 1) !![0, 1; 1, -1] T Q R) :
    T 0 0 0 = 0 ∧ T 1 0 0 = -1 := by
  have hs : (!![0, 1; 1, -1] : Matrix (Fin 2) (Fin 2) ℝ)ᵀ = !![0, 1; 1, -1] := by
    ext i j
    fin_cases i <;> fin_cases j <;> simp
  have m2 : moment (n := 1) !![0, 1; 1, -1] 2 = 1 := by
    simp [moment, e₁, pow_succ]
  have m3 : moment (n := 1) !![0, 1; 1, -1] 3 = -1 := by
    simp [moment, e₁, pow_succ]
  have h1 := moment_odd_eq (n := 1) hs h 1
  norm_num only at h1
  rw [m2, m3, mul_one] at h1
  refine ⟨?_, h1.symm⟩
  rw [h.start]
  simp

end QRLeadingEntry
```

```lean
#print axioms QRLeadingEntry.exists_qrIteration
-- 'QRLeadingEntry.exists_qrIteration' depends on axioms: [propext, Classical.choice, Quot.sound]
#print axioms QRLeadingEntry.leading_entry_monotone
-- 'QRLeadingEntry.leading_entry_monotone' depends on axioms: [propext, Classical.choice, Quot.sound]
#print axioms QRLeadingEntry.indefinite_leading_entry_drops
-- 'QRLeadingEntry.indefinite_leading_entry_drops' depends on axioms: [propext, Classical.choice, Quot.sound]
```

## How the lemmas carry the argument

`exists_qrIteration` shows that every real square matrix, singular ones included, has an iteration of the required kind. Gram–Schmidt on the columns of $M$, completed to an orthonormal basis when the columns are linearly dependent, gives an orthogonal $U$, and $R = U^TM$ is upper triangular. `choose` turns the factorisation into functions, which are then iterated.

`qr_power_iterate` is the induction above; in the induction step each of the three conclusions has its own `calc` block. `expectation_split` moves $A^k$ to the left side of the scalar product. `moment_odd_eq` combines the two: its local statement `key`, used with the identity and with $A$, evaluates the scalar products in $Pe_1$ as $1$ and $(T_k)_{00}$. It needs only symmetry, and it is stated as a product because $m_{2k}$ could vanish for a singular matrix.

`expectation_pos` recurses in steps of two, as in the derivation. In `moment_log_convex`, the equations `a0` to `a3` identify the four scalar products that appear when $\langle z, A^jz\rangle$ is expanded, and `linarith` collects the terms. `rayleigh_le` turns an eigenvalue $\nu$ of $\mu - A$ into the eigenvalue $\mu-\nu$ of $A$, concludes $\nu \ge 0$, and uses Mathlib's eigenvalue criterion for positive semidefinite matrices.

In `leading_entry_monotone`, `mul_le_mul` multiplies the two log-convexity inequalities and `le_of_mul_le_mul_right` cancels the common positive factor. The upper bound is `rayleigh_le` at $A^ke_1$, rewritten in moments by `expectation_split`.

`indefinite_leading_entry_drops` computes $m_2$ and $m_3$ and applies `moment_odd_eq` at $k=1$, so the drop holds for every choice of QR factors.
